# For a fixed, exponentially decaying density matrix on a chain, cutting off a bounded intersite V costs exponentially little energy

## Can neighbours be dropped if V itself does not decay?

On an integer chain, suppose the density matrix between site 0 and site \(d\) obeys \(|P_{0d}|\le C q^{|d|}\) with \(0<q<1\), and the intersite interaction obeys \(0\le V_d\le v\). I am told that ignoring all neighbours beyond distance \(R\) then changes the intersite energy per site by at most \(v C^2 q^{2R+2}/(1-q^2)\).

What bothers me is that nothing here makes \(V_d\) small at large distance. It could equal \(v\) for every pair, and I would be discarding infinitely many pairs at full strength. Why is the error finite, let alone exponentially small? And does the cutoff push the energy up or down?

## The density matrix supplies the decay, and the energy can only go up

The bound is correct, and the error has a definite sign: for fixed \(P\) and \(V\), the truncated energy lies above the full one by an amount between zero and \(vC^2q^{2R+2}/(1-q^2)\). The interaction enters each pair term multiplied by \(|P_{0d}|^2\), so a bounded \(V_d\) is enough. Each further shell kept reduces the bound by the factor \(q^2\).

The full and truncated energies per site are

\[
E=-\tfrac12\sum_{d\ne0}V_d|P_{0d}|^2,\qquad
E_R=-\tfrac12\sum_{0<|d|\le R}V_d|P_{0d}|^2 .
\]

For \(d\neq0\), squaring the bound on the density matrix gives

\[
0\le V_d|P_{0d}|^2\le vC^2q^{2|d|}.
\]

The right-hand side is summable over the chain, so \(E\) is a convergent sum. Subtracting the two energies cancels the kept pairs:

\[
E_R-E=\tfrac12\sum_{|d|>R}V_d|P_{0d}|^2\ge0 .
\]

The sites beyond \(R\) lie on two sides of the chain, and each side contributes a geometric series:

\[
\sum_{|d|>R}q^{2|d|}=2\sum_{n=R+1}^{\infty}q^{2n}
=\frac{2q^{2R+2}}{1-q^2}.
\]

The factor 2 from the two sides cancels the \(\tfrac12\) in the energy, so

\[
0\le E_R-E\le\frac{vC^2q^{2R+2}}{1-q^2}.
\]

Since \(q^2<1\), the right-hand side tends to zero, and hence \(E_R\to E\) as \(R\to\infty\).

Your worst case, \(V_d=v\) for every pair, also shows that the estimate cannot be improved under these hypotheses alone. Take \(P_{0d}=Cq^{|d|}\) with \(v,C\ge0\). Every upper bound above then becomes an equality, and the error equals the final bound at each \(R\).

## Choosing the pair list in a DFT+U+V calculation

In a DFT+U+V calculation, the intersite term runs over a list of ordered pairs of Hubbard atoms, periodic images included, so two atoms count once in each direction. For each listed pair, the code forms an intersite occupation matrix from the projections of the occupied states onto the two atoms' orbitals, and adds \(-V/2\) times the trace of that matrix with its partner for the reversed pair. A pair missing from the list is treated as having \(V=0\). With one orbital per site and one spin channel, this is the sum above, and \(R\) is the range of the list.

As an illustration, take \(v=1\) eV, \(C=0.5\) and \(q=0.5\). The bound is about 21 meV per site for \(R=1\), 5.2 meV for \(R=2\), 1.3 meV for \(R=3\) and 0.33 meV for \(R=4\). A tolerance of 1 meV is therefore guaranteed by keeping four shells.

A real calculation differs from this model in several ways. With two spin channels the energies add, so the bound doubles if both channels obey the same estimate. A real calculation also usually has several orbitals per site and more than one dimension, where distant shells contain more sites and the formula for the bound changes. It is also self-consistent: changing the pair list changes the Hamiltonian, and with it \(P\), whereas the bound compares two energies evaluated with the same \(P\).

## What the Lean statement says

The function `P : ℤ → ℂ` is the density-matrix row of site 0, with `P d` standing for \(P_{0d}\), and `V : ℤ → ℝ` gives the interaction at each displacement. Distance is the natural number `d.natAbs`, measured in lattice spacings. The letter `q` is a decay ratio, not a wavevector; for \(q>0\) it corresponds to a decay length \(-1/\ln q\).

`intersiteEnergy` is \(E\) and `cutoffEnergy` is \(E_R\). The set `neighbours R` contains all sites up to distance \(R\) except site 0, not only the nearest ones. The prefactor \(-\tfrac12\) is the convention in which each pair's energy is shared equally between its two sites. Reading the result as an energy per site presumes that all sites are equivalent.

The main theorem, `cutoff_error_bound`, has these hypotheses:

- `h0` and `h1` say \(0\le q<1\). The value \(q=0\) is allowed; all intersite elements then vanish, and so do both energies.
- `hV` says \(0\le V_d\le v\) for \(d\ne0\). It stands for a repulsive interaction of bounded strength, and it already forces \(v\ge0\).
- `hP` says \(|P_{0d}|\le Cq^{|d|}\) for \(d\ne0\). Physically, it stands for the short-ranged density matrix of a gapped system. The decay is assumed here, not derived from a gap.

No sign condition on \(C\) is needed: if \(q>0\), `hP` forces \(C\ge0\), and if \(q=0\), the value of \(C\) is irrelevant. The on-site values `V 0` and `P 0` are unrestricted because they never enter. At \(R=0\) no neighbours are kept, \(E_0=0\), and the theorem bounds the size of the whole intersite energy.

The model is a one-dimensional chain with one orbital per site. `P` is any complex function obeying the bound; it need not come from an idempotent density matrix. The sharpness theorem `cutoff_error_sharp` therefore shows that the estimate is attained within this class, not that a Slater determinant attains it. If a Slater determinant on this one-orbital chain is unchanged by a shift of one site, its occupation at each wavevector is 0 or 1, and exponential decay then forces the band to be completely full or completely empty, so all intersite elements vanish. Nonzero, exponentially decaying elements occur, for example, in a half-filled dimerised chain, whose sites are still equivalent by reflection, or when the site orbitals hybridise with orbitals outside the model.

```lean
import Mathlib

open Filter Topology

namespace IntersiteVCutoff

noncomputable section

/-- The neighbours of site 0 on the integer chain up to distance `R`, without site 0 itself. -/
def neighbours (R : ℕ) : Finset ℤ := (Finset.Icc (-(R : ℤ)) (R : ℤ)).erase 0

/-- The intersite energy per site, `-(1/2) ∑ V_d |P_0d|²` over all nonzero `d`. -/
def intersiteEnergy (V : ℤ → ℝ) (P : ℤ → ℂ) : ℝ :=
  -(1 / 2) * ∑' d : ℤ, if d = 0 then 0 else V d * ‖P d‖ ^ 2

/-- The intersite energy per site with only the neighbours up to distance `R` kept. -/
def cutoffEnergy (V : ℤ → ℝ) (P : ℤ → ℂ) (R : ℕ) : ℝ :=
  -(1 / 2) * ∑ d ∈ neighbours R, V d * ‖P d‖ ^ 2

/-- The pair term `V_d |P_0d|²` if `d` lies beyond distance `R`, and zero otherwise. -/
def farTerm (V : ℤ → ℝ) (P : ℤ → ℂ) (R : ℕ) (d : ℤ) : ℝ :=
  if R < d.natAbs then V d * ‖P d‖ ^ 2 else 0

/-- The weight `q^(2|d|)` if `d` lies beyond distance `R`, and zero otherwise. -/
def farWeight (q : ℝ) (R : ℕ) (d : ℤ) : ℝ :=
  if R < d.natAbs then (q ^ 2) ^ d.natAbs else 0

/-- A site is a kept neighbour exactly when it is not site 0 and its distance is at most `R`. -/
theorem mem_neighbours (R : ℕ) (d : ℤ) :
    d ∈ neighbours R ↔ d ≠ 0 ∧ d.natAbs ≤ R := by
  simp only [neighbours, Finset.mem_erase, Finset.mem_Icc]
  omega

/-- The terms beyond distance 0 are the pair terms of all nonzero `d`. -/
theorem farTerm_zero (V : ℤ → ℝ) (P : ℤ → ℂ) (d : ℤ) :
    farTerm V P 0 d = if d = 0 then 0 else V d * ‖P d‖ ^ 2 := by
  unfold farTerm
  by_cases h : d = 0
  · subst h
    simp
  · have hp : 0 < d.natAbs := by omega
    rw [if_neg h, if_pos hp]

/-- For `0 ≤ q < 1` the weights `q^(2|d|)` beyond distance `R`, on both sides of the chain,
sum to `2 q^(2(R+1)) / (1 - q²)`. -/
theorem hasSum_farWeight {q : ℝ} (h0 : 0 ≤ q) (h1 : q < 1) (R : ℕ) :
    HasSum (farWeight q R) (2 * ((q ^ 2) ^ (R + 1) / (1 - q ^ 2))) := by
  have hq : q ^ 2 < 1 := pow_lt_one₀ h0 h1 two_ne_zero
  let f : ℕ → ℝ := fun n => if R < n then (q ^ 2) ^ n else 0
  -- one side of the chain is a shifted geometric series
  have hz : ∑ i ∈ Finset.range (R + 1), f i = 0 := by
    refine Finset.sum_eq_zero fun i hi => ?_
    have hi' : ¬ R < i := by
      have := Finset.mem_range.1 hi
      omega
    exact if_neg hi'
  have hshift : (fun n : ℕ => f (n + (R + 1))) =
      fun n : ℕ => (q ^ 2) ^ (R + 1) * (q ^ 2) ^ n := by
    funext n
    have hn : R < n + (R + 1) := by omega
    change (if R < n + (R + 1) then (q ^ 2) ^ (n + (R + 1)) else 0) = _
    rw [if_pos hn, pow_add, mul_comm]
  have hf : HasSum f ((q ^ 2) ^ (R + 1) / (1 - q ^ 2)) := by
    apply (hasSum_nat_add_iff' (f := f) (R + 1)).1
    rw [hz, sub_zero, hshift, div_eq_mul_inv]
    exact (hasSum_geometric_of_lt_one (sq_nonneg q) hq).mul_left _
  have hf' : HasSum (fun n : ℕ => f (n + 1)) ((q ^ 2) ^ (R + 1) / (1 - q ^ 2)) := by
    have h := (hasSum_nat_add_iff' (f := f) 1).2 hf
    have hf0 : f 0 = 0 := if_neg (Nat.not_lt_zero R)
    rwa [Finset.sum_range_one, hf0, sub_zero] at h
  -- the two sides together
  have hneg : (fun n : ℕ => farWeight q R (-((n : ℤ) + 1))) = fun n : ℕ => f (n + 1) := by
    funext n
    have hn : (-((n : ℤ) + 1)).natAbs = n + 1 := by omega
    simp only [farWeight, hn, f]
  have hpos : (fun n : ℕ => farWeight q R (n : ℤ)) = f := by
    funext n
    simp only [farWeight, Int.natAbs_natCast, f]
  rw [two_mul]
  exact HasSum.of_nat_of_neg_add_one (by rw [hpos]; exact hf) (by rw [hneg]; exact hf')

/-- If the pair terms are summable, the cutoff error is half the sum of the discarded terms. -/
theorem cutoff_sub_eq (V : ℤ → ℝ) (P : ℤ → ℂ) (hs : Summable (farTerm V P 0)) (R : ℕ) :
    cutoffEnergy V P R - intersiteEnergy V P = 1 / 2 * ∑' d, farTerm V P R d := by
  have hG : HasSum (fun d => if d ∈ neighbours R then V d * ‖P d‖ ^ 2 else 0)
      (∑ d ∈ neighbours R, V d * ‖P d‖ ^ 2) := by
    have e : ∑ d ∈ neighbours R, (if d ∈ neighbours R then V d * ‖P d‖ ^ 2 else 0) =
        ∑ d ∈ neighbours R, V d * ‖P d‖ ^ 2 :=
      Finset.sum_congr rfl fun d hd => if_pos hd
    rw [← e]
    exact hasSum_sum_of_ne_finset_zero fun d hd => if_neg hd
  -- discarded terms = all terms minus kept terms
  have e : farTerm V P R = fun d =>
      farTerm V P 0 d - (if d ∈ neighbours R then V d * ‖P d‖ ^ 2 else 0) := by
    funext d
    rw [farTerm_zero]
    simp only [farTerm, mem_neighbours]
    by_cases h0 : d = 0
    · simp [h0]
    · by_cases h : d.natAbs ≤ R
      · have h' : ¬ R < d.natAbs := by omega
        simp [h0, h, h']
      · have h' : R < d.natAbs := by omega
        simp [h0, h, h']
  have hT : HasSum (farTerm V P R)
      (∑' d, farTerm V P 0 d - ∑ d ∈ neighbours R, V d * ‖P d‖ ^ 2) := by
    rw [e]
    exact hs.hasSum.sub hG
  have hE : intersiteEnergy V P = -(1 / 2) * ∑' d, farTerm V P 0 d := by
    simp only [intersiteEnergy, farTerm_zero]
  rw [hT.tsum_eq, hE, cutoffEnergy]
  ring

/-- If `0 ≤ V_d ≤ v` and `|P_0d| ≤ C q^|d|` for all nonzero `d`, each discarded term lies
between zero and `v C² q^(2|d|)`. -/
theorem farTerm_bounds {V : ℤ → ℝ} {P : ℤ → ℂ} {v C q : ℝ}
    (hV : ∀ d ≠ 0, 0 ≤ V d ∧ V d ≤ v) (hP : ∀ d ≠ 0, ‖P d‖ ≤ C * q ^ d.natAbs)
    (R : ℕ) (d : ℤ) :
    0 ≤ farTerm V P R d ∧ farTerm V P R d ≤ v * C ^ 2 * farWeight q R d := by
  unfold farTerm farWeight
  by_cases h : R < d.natAbs
  · have hd : d ≠ 0 := by omega
    obtain ⟨hV0, hVv⟩ := hV d hd
    rw [if_pos h, if_pos h]
    refine ⟨mul_nonneg hV0 (sq_nonneg _), ?_⟩
    calc V d * ‖P d‖ ^ 2 ≤ v * (C * q ^ d.natAbs) ^ 2 :=
          mul_le_mul hVv (pow_le_pow_left₀ (norm_nonneg _) (hP d hd) 2)
            (sq_nonneg _) (hV0.trans hVv)
      _ = v * C ^ 2 * (q ^ 2) ^ d.natAbs := by ring
  · simp [h]

/-- Let `0 ≤ q < 1`, and let `0 ≤ V_d ≤ v` and `|P_0d| ≤ C q^|d|` for all nonzero `d`. Dropping
all neighbours beyond distance `R` raises the energy per site by at most
`v C² q^(2R+2) / (1 - q²)`, and never lowers it. -/
theorem cutoff_error_bound {V : ℤ → ℝ} {P : ℤ → ℂ} {v C q : ℝ} (h0 : 0 ≤ q) (h1 : q < 1)
    (hV : ∀ d ≠ 0, 0 ≤ V d ∧ V d ≤ v) (hP : ∀ d ≠ 0, ‖P d‖ ≤ C * q ^ d.natAbs) (R : ℕ) :
    0 ≤ cutoffEnergy V P R - intersiteEnergy V P ∧
      cutoffEnergy V P R - intersiteEnergy V P ≤
        v * C ^ 2 * q ^ (2 * R + 2) / (1 - q ^ 2) := by
  have hb := farTerm_bounds hV hP
  -- comparison with the geometric weights gives convergence
  have hs : ∀ S : ℕ, Summable (farTerm V P S) := fun S =>
    Summable.of_nonneg_of_le (fun d => (hb S d).1) (fun d => (hb S d).2)
      ((hasSum_farWeight h0 h1 S).mul_left (v * C ^ 2)).summable
  rw [cutoff_sub_eq V P (hs 0) R]
  have hlow : 0 ≤ ∑' d, farTerm V P R d := tsum_nonneg fun d => (hb R d).1
  have hup := hasSum_le (fun d => (hb R d).2) (hs R).hasSum
    ((hasSum_farWeight h0 h1 R).mul_left (v * C ^ 2))
  refine ⟨by linarith, ?_⟩
  calc 1 / 2 * ∑' d, farTerm V P R d
      ≤ 1 / 2 * (v * C ^ 2 * (2 * ((q ^ 2) ^ (R + 1) / (1 - q ^ 2)))) := by linarith
    _ = v * C ^ 2 * q ^ (2 * R + 2) / (1 - q ^ 2) := by ring

/-- Let `0 ≤ q < 1`, and let `0 ≤ V_d ≤ v` and `|P_0d| ≤ C q^|d|` for all nonzero `d`. Then the
truncated energy converges to the full intersite energy as the cutoff distance grows. -/
theorem cutoffEnergy_tendsto {V : ℤ → ℝ} {P : ℤ → ℂ} {v C q : ℝ} (h0 : 0 ≤ q) (h1 : q < 1)
    (hV : ∀ d ≠ 0, 0 ≤ V d ∧ V d ≤ v) (hP : ∀ d ≠ 0, ‖P d‖ ≤ C * q ^ d.natAbs) :
    Tendsto (cutoffEnergy V P) atTop (𝓝 (intersiteEnergy V P)) := by
  have hq : q ^ 2 < 1 := pow_lt_one₀ h0 h1 two_ne_zero
  have hlim : Tendsto (fun R : ℕ => v * C ^ 2 * q ^ (2 * R + 2) / (1 - q ^ 2))
      atTop (𝓝 0) := by
    have h := (tendsto_pow_atTop_nhds_zero_of_lt_one (sq_nonneg q) hq).const_mul
      (v * C ^ 2 * q ^ 2 / (1 - q ^ 2))
    rw [mul_zero] at h
    refine h.congr fun R => ?_
    ring
  have hdiff := squeeze_zero (fun R => (cutoff_error_bound h0 h1 hV hP R).1)
    (fun R => (cutoff_error_bound h0 h1 hV hP R).2) hlim
  have hsum := hdiff.add_const (intersiteEnergy V P)
  simpa only [sub_add_cancel, zero_add] using hsum

/-- For constant `V_d = v` and `P_0d = C q^|d|` with `0 ≤ q < 1`, the cutoff error equals
`v C² q^(2R+2) / (1 - q²)` at every `R`. -/
theorem cutoff_error_sharp (v C : ℝ) {q : ℝ} (h0 : 0 ≤ q) (h1 : q < 1) (R : ℕ) :
    cutoffEnergy (fun _ => v) (fun d => ((C * q ^ d.natAbs : ℝ) : ℂ)) R -
        intersiteEnergy (fun _ => v) (fun d => ((C * q ^ d.natAbs : ℝ) : ℂ)) =
      v * C ^ 2 * q ^ (2 * R + 2) / (1 - q ^ 2) := by
  -- every discarded term is now exactly `v C²` times its geometric weight
  have e : ∀ S : ℕ, farTerm (fun _ => v) (fun d => ((C * q ^ d.natAbs : ℝ) : ℂ)) S =
      fun d => v * C ^ 2 * farWeight q S d := by
    intro S
    funext d
    unfold farTerm farWeight
    by_cases h : S < d.natAbs
    · rw [if_pos h, if_pos h, Complex.norm_real, Real.norm_eq_abs, sq_abs]
      ring
    · rw [if_neg h, if_neg h, mul_zero]
  have hs := fun S : ℕ => (hasSum_farWeight h0 h1 S).mul_left (v * C ^ 2)
  rw [cutoff_sub_eq _ _ (by rw [e 0]; exact (hs 0).summable) R, e R, (hs R).tsum_eq]
  ring

end

end IntersiteVCutoff
```

```lean
#print axioms IntersiteVCutoff.cutoffEnergy_tendsto
-- 'IntersiteVCutoff.cutoffEnergy_tendsto' depends on axioms: [propext, Classical.choice, Quot.sound]
#print axioms IntersiteVCutoff.cutoff_error_sharp
-- 'IntersiteVCutoff.cutoff_error_sharp' depends on axioms: [propext, Classical.choice, Quot.sound]
```

## From the geometric tail to the energy bound

The proof extends the discarded terms by zero to the whole chain. `farTerm` is the pair term beyond distance \(R\) and zero elsewhere; `farWeight` does the same for \(q^{2|d|}\). At \(R=0\), `farTerm_zero` identifies the discarded terms with all the intersite terms, so one definition serves both the full sum and its tail. The lemma `mem_neighbours` translates membership in the kept set into \(d\ne0\) and \(|d|\le R\).

**The geometric sum.** `hasSum_farWeight` first treats one side of the chain through the function `f`, which vanishes up to \(R\). Shifting its index by \(R+1\) leaves \(q^{2(R+1)}\) times an ordinary geometric series. The lemma `HasSum.of_nat_of_neg_add_one` then joins the nonnegative integers to the negative ones. Site 0 contributes nothing, so the total is twice the one-sided sum.

**The subtraction.** `cutoff_sub_eq` proves that \(E_R-E\) is half the sum of the discarded terms. It writes the finite kept sum as an infinite sum that is zero outside `neighbours R`, then subtracts it term by term from the full one. The case distinction checks site 0, a kept neighbour and a discarded neighbour in turn. This lemma assumes summability, which matters because Lean assigns the value zero to a sum that does not converge.

**The termwise estimate.** `farTerm_bounds` places each discarded term between zero and \(vC^2q^{2|d|}\). The step `pow_le_pow_left₀` squares the density-matrix bound, and `mul_le_mul` multiplies it by \(V_d\le v\).

**The error bound.** In `cutoff_error_bound`, comparison with the geometric weights first gives the summability that the subtraction needs. Next, `tsum_nonneg` yields the lower bound and `hasSum_le` compares the two infinite sums for the upper one. The final `calc` block cancels the \(\tfrac12\) against the two sides of the chain.

**The limit and the extremal case.** `cutoffEnergy_tendsto` squeezes \(E_R-E\) between zero and a bound that vanishes as \(R\) grows, then adds \(E\) back. For `cutoff_error_sharp`, each discarded term is exactly \(vC^2\) times the corresponding weight, so the geometric sum gives the error itself. That identity holds for any real \(v\) and \(C\); when both are nonnegative, the example also satisfies the hypotheses of the bound.
